# Replacing the rows of a matrix outside a set of sites by identity rows leaves the principal minor on that set as its determinant

Let `M` be any complex matrix whose rows and columns are labelled by a finite set of sites, and let `A` be a subset of the sites. The theorem `det_identity_rows` says that if every row of `M` outside `A` is replaced by the same row of the identity matrix, the determinant of the result is the principal minor of `M` on `A`, that is, the determinant of `M` with only the rows and columns in `A` kept. Nothing further is assumed of `M`, which need not be Hermitian or invertible. The proof notes that the new matrix is block triangular, so that `twoBlockTriangular_det` writes its determinant as a product of two block determinants, and then shows that the block on `A` is that of `M` and the other block is the identity.

An attempt in Lean 4 with a fault in it:

```lean
import Mathlib

open Matrix

namespace DetIdentityRows

variable {n : Type*} [Fintype n] [DecidableEq n]

/-- The principal minor of `M` on the set of sites `A`. -/
noncomputable def blockDet (M : Matrix n n ℂ) (A : Finset n) : ℂ :=
  det (M.submatrix (fun i : A => (i : n)) (fun i : A => (i : n)))

/-- If each row of `M` outside `A` is replaced by the corresponding row of the identity, the
determinant of the result is the principal minor of `M` on `A`. -/
theorem det_identity_rows (M : Matrix n n ℂ) (A : Finset n) :
    det (Matrix.of fun i j => if i ∈ A then M i j else (1 : Matrix n n ℂ) i j) =
      blockDet M A := by
  have t := twoBlockTriangular_det
    (Matrix.of fun i j => if i ∈ A then M i j else (1 : Matrix n n ℂ) i j)
    (fun i => i ∈ A) (by
      intro i hi j hj
      have hij : i ≠ j := fun e => hi (e ▸ hj)
      simp [hi, hij])
  have h1 : toSquareBlockProp
      (Matrix.of fun i j => if i ∈ A then M i j else (1 : Matrix n n ℂ) i j)
      (fun i => i ∈ A) = M.submatrix (fun i => (i : n)) (fun i => (i : n)) := by
    ext i j
    have hi : (i : n) ∈ A := i.2
    simp [toSquareBlockProp, hi]
  have h2 : toSquareBlockProp
      (Matrix.of fun i j => if i ∈ A then M i j else (1 : Matrix n n ℂ) i j)
      (fun i => ¬ i ∈ A) = 1 := by
    ext i j
    have hi : (i : n) ∉ A := i.2
    simp [toSquareBlockProp, hi, Matrix.one_apply, Subtype.ext_iff]
  rw [h1, h2, det_one, mul_one] at t
  unfold blockDet
  convert t

end DetIdentityRows
```

Messages:

```
Main.lean:26:25: error: Type mismatch
  M.submatrix (fun i => i) fun i => i
has type
  Matrix n n ℂ
but is expected to have type
  Matrix ↥A ↥A ℂ
```

The message says that the right-hand side of `h1` is a matrix over all the sites, `Matrix n n ℂ`, where a matrix over the sites of `A`, `Matrix ↥A ↥A ℂ`, is needed. The left-hand side, a block cut out by `toSquareBlockProp`, has the second type.

The fault lies in `fun i => (i : n)`, which doesn't say what type `i` has. Lean elaborates the two sides of an equation like this one before it reconciles their types, so the left-hand side was no help in fixing the type of `i`. With that type still open, the ascription `(i : n)` was met by taking `i` to be in `n` itself. No coercion was inserted, the function became the identity, and `submatrix` gave back a matrix of full size.

The diff writes `fun i : A => (i : n)` in both places. Now `i` is an element of `A`, `(i : n)` has to be the coercion from `A` to `n`, and the submatrix has the type of the block. `blockDet` already had its binders written this way.

The change, after which it compiles:

```diff
@@ -24,5 +24,5 @@
   have h1 : toSquareBlockProp
       (Matrix.of fun i j => if i ∈ A then M i j else (1 : Matrix n n ℂ) i j)
-      (fun i => i ∈ A) = M.submatrix (fun i => (i : n)) (fun i => (i : n)) := by
+      (fun i => i ∈ A) = M.submatrix (fun i : A => (i : n)) (fun i : A => (i : n)) := by
     ext i j
     have hi : (i : n) ∈ A := i.2
```
